# At fixed cluster correlations, the Boltzmann distribution of a finite spin model is the unique entropy maximiser

In a binary alloy, each lattice site holds an A or a B atom. Suppose we know, for each site, the probability that it holds an A atom and, for each neighbouring pair, the probability that its two atoms are alike. These numbers are averages, and many different probability distributions over atomic arrangements can share them. Which of these distributions has the largest entropy?

Write σ for an arrangement, with spin +1 for A and −1 for B, and Φ_S(σ) for the product of the spins in a cluster S of sites. A cluster expansion gives the energy as a sum over a chosen collection C of clusters:

E(σ) = Σ_{S∈C} J_S Φ_S(σ)

The real numbers J_S are effective interactions, in practice often fitted to electronic-structure energies. On finitely many sites, the Boltzmann distribution p ∝ exp(−βE) has strictly larger entropy than any other distribution with the same averages ⟨Φ_S⟩ for all S in C. For a finite cell with such an energy and free composition, p is also the target distribution of standard Metropolis Monte Carlo simulation at inverse temperature β.

## Spins, clusters and energy

In Lean 4 with Mathlib:

```lean
import Mathlib

open Finset

namespace ClusterMaxEntropy

noncomputable section

variable {ι : Type*} [Fintype ι] [DecidableEq ι]
```

The type `ι` is the finite set of sites. No lattice geometry is assumed.

```lean
/-- A configuration assigns a spin `+1` or `-1` to every site. -/
abbrev Config (ι : Type*) := ι → ℤˣ
```

A configuration σ is a function from sites to `ℤˣ`, the invertible integers, which are exactly +1 and −1.

```lean
/-- The cluster function: the product of the spins on the sites of `S`. -/
def cluster (S : Finset ι) (σ : Config ι) : ℝ := ∏ i ∈ S, ((σ i : ℤ) : ℝ)
```

`cluster S σ` is Φ_S(σ). A `Finset ι` is a finite set of sites, and the type annotations `ℤ` and `ℝ` convert each spin first to an integer and then to a real number. The empty cluster gives the constant 1.

```lean
/-- The cluster energy with interactions `J S` on the clusters `S` in `C`. -/
def energy (C : Finset (Finset ι)) (J : Finset ι → ℝ) (σ : Config ι) : ℝ :=
  ∑ S ∈ C, J S * cluster S σ
```

This is E(σ). The sign convention is +J, so a positive pair interaction favours unlike neighbours, opposite to the usual Ising form. One-site clusters act as fields, or chemical potential differences.

```lean
/-- The partition function at inverse temperature `β`. -/
def partitionFn (C : Finset (Finset ι)) (J : Finset ι → ℝ) (β : ℝ) : ℝ :=
  ∑ σ : Config ι, Real.exp (-β * energy C J σ)
```

The partition function is Z = Σ_σ exp(−βE(σ)), with β the inverse temperature and k_B = 1. The sum runs over all compositions.

```lean
/-- The Boltzmann distribution of the cluster energy at inverse temperature `β`. -/
def boltzmann (C : Finset (Finset ι)) (J : Finset ι → ℝ) (β : ℝ) (σ : Config ι) : ℝ :=
  Real.exp (-β * energy C J σ) / partitionFn C J β
```

This is p(σ) = exp(−βE(σ))/Z.

## Distributions, correlations and entropy

```lean
/-- A probability distribution on configurations: non-negative weights with sum one. -/
def IsDistribution (q : Config ι → ℝ) : Prop := (∀ σ, 0 ≤ q σ) ∧ ∑ σ, q σ = 1
```

A function q is a distribution if q(σ) ≥ 0 for every σ and Σ_σ q(σ) = 1. The symbol `∀` reads "for all".

```lean
/-- The mean of `f` under the weights `q`; for `f = cluster S` it is the correlation on `S`. -/
def mean (q f : Config ι → ℝ) : ℝ := ∑ σ, q σ * f σ
```

`mean q f` is ⟨f⟩_q = Σ_σ q(σ) f(σ). With f = Φ_S it is the correlation on S.

```lean
/-- The Shannon entropy `-∑ q log q`, with `0 log 0 = 0`. -/
def entropy (q : Config ι → ℝ) : ℝ := ∑ σ, Real.negMulLog (q σ)
```

The entropy, written H(q) here because S denotes a cluster, is −Σ_σ q(σ) ln q(σ), with 0 ln 0 = 0. `Real.negMulLog x` means −x ln x.

```lean
/-- The free energy `⟨E⟩ - H / β` of a trial distribution with entropy `H`, for `β ≠ 0`. -/
def freeEnergy (C : Finset (Finset ι)) (J : Finset ι → ℝ) (β : ℝ) (q : Config ι → ℝ) : ℝ :=
  mean q (energy C J) - entropy q / β
```

The free energy of a trial distribution is F(q) = ⟨E⟩_q − H(q)/β.

## Gibbs' inequality

```lean
/-- Gibbs inequality: the entropy of a distribution `q` is strictly below its cross entropy
with any different, everywhere positive distribution `p`. -/
theorem gibbs_inequality {q p : Config ι → ℝ} (hq : IsDistribution q) (hp : IsDistribution p)
    (hpos : ∀ σ, 0 < p σ) (hne : q ≠ p) :
    entropy q < -mean q (fun σ => Real.log (p σ)) := by
  -- pointwise form of `log x < x - 1` with `x = p / q`
  have strict : ∀ σ, q σ ≠ p σ →
      Real.negMulLog (q σ) + q σ * Real.log (p σ) < p σ - q σ := by
    intro σ h
    rcases (hq.1 σ).eq_or_lt with h0 | h0
    · rw [← h0]
      simpa using hpos σ
    · have hx : p σ / q σ ≠ 1 := fun e => h ((div_eq_one_iff_eq h0.ne').mp e).symm
      have hl := Real.log_lt_sub_one_of_pos (div_pos (hpos σ) h0) hx
      rw [Real.log_div (hpos σ).ne' h0.ne'] at hl
      have hm := mul_lt_mul_of_pos_left hl h0
      have he : q σ * (p σ / q σ - 1) = p σ - q σ := by
        rw [mul_sub, mul_div_cancel₀ _ h0.ne', mul_one]
      rw [he] at hm
      unfold Real.negMulLog
      linarith
  have weak : ∀ σ, Real.negMulLog (q σ) + q σ * Real.log (p σ) ≤ p σ - q σ := by
    intro σ
    by_cases h : q σ = p σ
    · rw [h]
      simp [Real.negMulLog]
    · exact (strict σ h).le
  obtain ⟨τ, hτ⟩ := Function.ne_iff.mp hne
  have hs := Finset.sum_lt_sum (fun σ _ => weak σ) ⟨τ, Finset.mem_univ τ, strict τ hτ⟩
  rw [Finset.sum_add_distrib, Finset.sum_sub_distrib, hp.2, hq.2] at hs
  unfold entropy mean
  linarith
```

The bracketed hypotheses of this theorem say that q and p are distributions, p is positive everywhere, and q ≠ p. The conclusion is

H(q) < −Σ_σ q(σ) ln p(σ)

By hand, first show for each σ that

−q ln q + q ln p ≤ p − q, strictly if q(σ) ≠ p(σ).

If q(σ) = 0, the left side is 0 and the right side is p(σ) > 0. If q(σ) > 0 and differs from p(σ), put x = p/q in ln x < x − 1 and multiply by q. If q(σ) = p(σ), both sides vanish. These cases are `strict` and `weak` in the code.

Since q ≠ p, they differ at some configuration τ, so the summed inequality is strict. Its right side is 1 − 1 = 0, which gives the claim. The closing `linarith` does the linear rearrangement.

## The Boltzmann distribution and its entropy

```lean
/-- The partition function is positive. -/
theorem partitionFn_pos (C : Finset (Finset ι)) (J : Finset ι → ℝ) (β : ℝ) :
    0 < partitionFn C J β :=
  Finset.sum_pos (fun _ _ => Real.exp_pos _) Finset.univ_nonempty
```

Z is a sum of positive exponentials over at least one configuration, so Z > 0.

```lean
/-- The Boltzmann weights are positive and sum to one. -/
theorem boltzmann_distribution (C : Finset (Finset ι)) (J : Finset ι → ℝ) (β : ℝ) :
    (∀ σ, 0 < boltzmann C J β σ) ∧ IsDistribution (boltzmann C J β) := by
  have hpos : ∀ σ, 0 < boltzmann C J β σ := fun σ =>
    div_pos (Real.exp_pos _) (partitionFn_pos C J β)
  refine ⟨hpos, fun σ => (hpos σ).le, ?_⟩
  unfold boltzmann
  rw [← Finset.sum_div]
  exact div_self (partitionFn_pos C J β).ne'
```

Each p(σ) is therefore positive, and the weights sum to Z/Z = 1.

```lean
/-- The cross entropy of a distribution `q` with the Boltzmann distribution is
`β ⟨E⟩ + log Z`, the mean being taken in `q`. -/
theorem cross_entropy (C : Finset (Finset ι)) (J : Finset ι → ℝ) (β : ℝ)
    {q : Config ι → ℝ} (hq : IsDistribution q) :
    -mean q (fun σ => Real.log (boltzmann C J β σ)) =
      β * mean q (energy C J) + Real.log (partitionFn C J β) := by
  have hlog : ∀ σ, Real.log (boltzmann C J β σ) =
      -β * energy C J σ - Real.log (partitionFn C J β) := fun σ => by
    unfold boltzmann
    rw [Real.log_div (Real.exp_pos _).ne' (partitionFn_pos C J β).ne', Real.log_exp]
  unfold mean
  calc -∑ σ, q σ * Real.log (boltzmann C J β σ)
      = ∑ σ, (β * (q σ * energy C J σ) + q σ * Real.log (partitionFn C J β)) := by
        rw [← Finset.sum_neg_distrib]
        refine Finset.sum_congr rfl fun σ _ => ?_
        rw [hlog]
        ring
    _ = _ := by
        rw [Finset.sum_add_distrib, ← Finset.mul_sum, ← Finset.sum_mul, hq.2, one_mul]
```

Taking the logarithm of p gives ln p(σ) = −βE(σ) − ln Z. Multiply by −q(σ), sum, and use Σ_σ q(σ) = 1:

−Σ_σ q(σ) ln p(σ) = β⟨E⟩_q + ln Z

The code proves the logarithm formula as `hlog`, then carries out the sum in the `calc` block.

```lean
/-- The entropy of the Boltzmann distribution is `β ⟨E⟩ + log Z`. -/
theorem entropy_boltzmann (C : Finset (Finset ι)) (J : Finset ι → ℝ) (β : ℝ) :
    entropy (boltzmann C J β) =
      β * mean (boltzmann C J β) (energy C J) + Real.log (partitionFn C J β) := by
  rw [← cross_entropy C J β (boltzmann_distribution C J β).2]
  simp only [entropy, mean, Real.negMulLog, neg_mul, Finset.sum_neg_distrib]
```

For q = p the left side is the entropy itself, so H(p) = β⟨E⟩_p + ln Z.

```lean
/-- The mean energy is the sum of interactions times correlations. -/
theorem mean_energy (C : Finset (Finset ι)) (J : Finset ι → ℝ) (q : Config ι → ℝ) :
    mean q (energy C J) = ∑ S ∈ C, J S * mean q (cluster S) := by
  simp only [mean, energy, Finset.mul_sum]
  rw [Finset.sum_comm]
  exact Finset.sum_congr rfl fun S _ => Finset.sum_congr rfl fun σ _ => by ring
```

Exchanging the two finite sums gives

⟨E⟩_q = Σ_{S∈C} J_S ⟨Φ_S⟩_q

The mean energy thus depends on q only through the correlations on C.

## Maximum entropy at fixed correlations

```lean
/-- The Boltzmann distribution is a distribution, and every other distribution with the same
correlations on the clusters of the energy has strictly smaller Shannon entropy. -/
theorem boltzmann_unique_max_entropy (C : Finset (Finset ι)) (J : Finset ι → ℝ) (β : ℝ) :
    IsDistribution (boltzmann C J β) ∧
      ∀ q, IsDistribution q →
        (∀ S ∈ C, mean q (cluster S) = mean (boltzmann C J β) (cluster S)) →
        q ≠ boltzmann C J β → entropy q < entropy (boltzmann C J β) := by
  obtain ⟨hpos, hp⟩ := boltzmann_distribution C J β
  refine ⟨hp, fun q hq hcorr hne => ?_⟩
  -- equal correlations give equal mean energies
  have hE : mean q (energy C J) = mean (boltzmann C J β) (energy C J) := by
    rw [mean_energy, mean_energy]
    exact Finset.sum_congr rfl fun S hS => by rw [hcorr S hS]
  have h := gibbs_inequality hq hp hpos hne
  rwa [cross_entropy C J β hq, hE, ← entropy_boltzmann] at h
```

The statement has two parts, joined by `∧`. First, p is a distribution. Second, if q is a distribution with ⟨Φ_S⟩_q = ⟨Φ_S⟩_p for every S in C, and q ≠ p, then H(q) < H(p). It holds for every real β, positive temperature included.

Equal correlations give equal mean energies, which is `hE`. The earlier results then combine:

H(q) < β⟨E⟩_q + ln Z = β⟨E⟩_p + ln Z = H(p)

The last line of the code makes these replacements in Gibbs' inequality.

The theorem starts from given interactions. To apply it to measured correlations, one must also know that some choice of J_S and β reproduces them, and this is not established here. It can fail: a pair correlation of exactly 1 gives some configurations zero probability, whereas p is positive everywhere.

## Minimum free energy without constraints

```lean
/-- At positive temperature every distribution other than the Boltzmann distribution has
strictly larger free energy. -/
theorem boltzmann_min_freeEnergy (C : Finset (Finset ι)) (J : Finset ι → ℝ) {β : ℝ}
    (hβ : 0 < β) {q : Config ι → ℝ} (hq : IsDistribution q) (hne : q ≠ boltzmann C J β) :
    freeEnergy C J β (boltzmann C J β) < freeEnergy C J β q := by
  obtain ⟨hpos, hp⟩ := boltzmann_distribution C J β
  have h := gibbs_inequality hq hp hpos hne
  rw [cross_entropy C J β hq] at h
  have h' := entropy_boltzmann C J β
  have key : ∀ r, freeEnergy C J β r = (β * mean r (energy C J) - entropy r) / β := by
    intro r
    unfold freeEnergy
    rw [sub_div, mul_div_cancel_left₀ _ hβ.ne']
  rw [key, key]
  exact div_lt_div_of_pos_right (by linarith) hβ
```

Now β > 0, and q may have any correlations. Gibbs' inequality and the entropy formula give

β⟨E⟩_q − H(q) > −ln Z = β⟨E⟩_p − H(p)

Dividing by β gives F(q) > F(p). The step `key` writes F as this difference divided by β.

## Competing distributions exist

```lean
/-- Distinct cluster functions are orthogonal under summation over all configurations. -/
theorem cluster_orthogonal {S T : Finset ι} (hST : S ≠ T) :
    ∑ σ : Config ι, cluster S σ * cluster T σ = 0 := by
  have hmul : ∀ (U : Finset ι) (g σ : Config ι),
      cluster U (g * σ) = cluster U g * cluster U σ := fun U g σ => by
    simp [cluster, Finset.prod_mul_distrib]
  -- flip one spin that lies in exactly one of the two clusters
  obtain ⟨i, hi⟩ : ∃ i, ¬(i ∈ S ↔ i ∈ T) := not_forall.mp fun h => hST (Finset.ext h)
  obtain ⟨g, hg⟩ : ∃ g : Config ι, cluster S g * cluster T g = -1 := by
    refine ⟨fun j => if j = i then -1 else 1, ?_⟩
    have hf : ∀ U : Finset ι, cluster U (fun j => if j = i then -1 else 1) =
        if i ∈ U then -1 else 1 := fun U => by
      have hc : ∀ j, (((if j = i then (-1 : ℤˣ) else 1 : ℤˣ) : ℤ) : ℝ) =
          if j = i then -1 else 1 := fun j => by
        by_cases h : j = i <;> simp [h]
      simp only [cluster, hc, Finset.prod_ite_eq']
    rw [hf, hf]
    by_cases hS : i ∈ S <;> by_cases hT : i ∈ T <;> simp [hS, hT] at hi ⊢
  have hs : ∀ σ, cluster S (g * σ) * cluster T (g * σ) = -(cluster S σ * cluster T σ) :=
    fun σ => by
      rw [hmul, hmul]
      linear_combination (cluster S σ * cluster T σ) * hg
  have h := Equiv.sum_comp (Equiv.mulLeft g) (fun σ => cluster S σ * cluster T σ)
  simp only [Equiv.coe_mulLeft, hs, Finset.sum_neg_distrib] at h
  linarith
```

For distinct clusters S and T, Σ_σ Φ_S(σ)Φ_T(σ) = 0. Choose a site i that lies in exactly one of them. Flipping its spin permutes the configurations and reverses the sign of every term, so the sum equals its own negative. In the code, `g` is −1 at i and +1 elsewhere, and multiplication by `g` performs the flip.

```lean
/-- If a non-empty cluster is absent from the energy, some distribution other than the
Boltzmann distribution has the same correlations on all clusters of the energy. -/
theorem exists_competitor (C : Finset (Finset ι)) (J : Finset ι → ℝ) (β : ℝ)
    {S : Finset ι} (hS : S.Nonempty) (hSC : S ∉ C) :
    ∃ q, IsDistribution q ∧
      (∀ T ∈ C, mean q (cluster T) = mean (boltzmann C J β) (cluster T)) ∧
      q ≠ boltzmann C J β := by
  obtain ⟨hpos, hp⟩ := boltzmann_distribution C J β
  obtain ⟨m, hm⟩ := Finite.exists_min (boltzmann C J β)
  have hsq : ∀ σ : Config ι, cluster S σ * cluster S σ = 1 := fun σ => by
    unfold cluster
    rw [← Finset.prod_mul_distrib]
    refine Finset.prod_eq_one fun i _ => ?_
    rcases Int.units_eq_one_or (σ i) with h | h <;> simp [h]
  have h0 : ∑ σ : Config ι, cluster S σ = 0 := by
    have h := cluster_orthogonal hS.ne_empty
    have he : ∀ σ : Config ι, cluster ∅ σ = 1 := fun σ => Finset.prod_empty
    simpa only [he, mul_one] using h
  -- shift the weights along the missing cluster function
  refine ⟨fun σ => boltzmann C J β σ + boltzmann C J β m * cluster S σ,
    ⟨fun σ => ?_, ?_⟩, fun T hT => ?_, fun h => ?_⟩
  · have hc : 0 ≤ cluster S σ + 1 := by nlinarith [hsq σ]
    have h1 := mul_nonneg (hpos m).le hc
    have h2 := hm σ
    linarith
  · rw [Finset.sum_add_distrib, ← Finset.mul_sum, h0, hp.2, mul_zero, add_zero]
  · have hne : S ≠ T := fun e => hSC (e ▸ hT)
    have hz : ∑ σ, boltzmann C J β m * cluster S σ * cluster T σ = 0 := by
      simp_rw [mul_assoc]
      rw [← Finset.mul_sum, cluster_orthogonal hne, mul_zero]
    simp only [mean, add_mul, Finset.sum_add_distrib]
    rw [hz, add_zero]
  · have h1 : boltzmann C J β m + boltzmann C J β m * cluster S m = boltzmann C J β m :=
      congrFun h m
    have h2 : boltzmann C J β m * cluster S m = 0 := by linarith
    have h3 := (mul_eq_zero.mp h2).resolve_left (hpos m).ne'
    have h4 := hsq m
    rw [h3] at h4
    norm_num at h4

end

end ClusterMaxEntropy
```

If some non-empty cluster S is missing from C, the maximisation has at least one competitor. Let m be a configuration where p is smallest, and set

q(σ) = p(σ) + p(m) Φ_S(σ)

Since Φ_S ≥ −1 and p(σ) ≥ p(m), q is non-negative. Orthogonality to the empty cluster gives Σ_σ Φ_S(σ) = 0, so q still sums to 1. Orthogonality to each T in C leaves those correlations unchanged. At m the two distributions differ by p(m)Φ_S(m), which is not zero because Φ_S² = 1. The four bullets at the end of the proof check these points in the same order.

```lean
#print axioms ClusterMaxEntropy.boltzmann_unique_max_entropy
-- 'ClusterMaxEntropy.boltzmann_unique_max_entropy' depends on axioms: [propext, Classical.choice, Quot.sound]
#print axioms ClusterMaxEntropy.boltzmann_min_freeEnergy
-- 'ClusterMaxEntropy.boltzmann_min_freeEnergy' depends on axioms: [propext, Classical.choice, Quot.sound]
#print axioms ClusterMaxEntropy.exists_competitor
-- 'ClusterMaxEntropy.exists_competitor' depends on axioms: [propext, Classical.choice, Quot.sound]
```

## Two sites in numbers

Take two sites with the pair as the only cluster in C, so E = Jσ₁σ₂, and choose βJ = −½ ln 3. Each aligned configuration has Boltzmann factor √3 and each opposed one 1/√3, with Z = 8/√3. In the order ++, +−, −+, −−, this gives

p = (3/8, 1/8, 1/8, 3/8)

The pair correlation is 3/4 − 1/4 = 1/2, and H(p) ≈ 1.255.

The one-site cluster {1} is missing from C, and the smallest weight is 1/8. The construction above adds σ₁/8 to each weight:

q = (1/2, 1/4, 0, 1/4)

Its pair correlation is 1/2 + 1/4 − 1/4 − 0 = 1/2, as before. Its entropy is (3/2) ln 2 ≈ 1.040, below that of p. The mean of σ₁ has moved from 0 to 1/2, which the pair constraint allows.
